# On a finite-range hopping chain, compact localised states exist exactly at flat-band energies

In a tight-binding calculation one sometimes finds an energy eigenstate that lives on a few cells only, its hopping amplitudes to all other cells cancelling. Its energy $E$ can then be entered in the band structure as a horizontal line, without diagonalising the Bloch Hamiltonian at any $k$. For non-interacting, finite-range hopping on a one-dimensional lattice this step is justified below, together with its converse: every flat band has such a state.

## Hopping matrices and Bloch sums

Cells are labelled by integers, with lattice constant 1, and each cell carries the same finite set `n` of orthonormal orbitals.

In Lean 4 with Mathlib:

```lean
import Mathlib

open Polynomial Matrix

namespace CompactLocalisedFlatBand

noncomputable section

variable {n : Type*} [Fintype n] [DecidableEq n]
```

A finitely supported function $f$ on the cells has the Bloch sum

$$\sum_R e^{-ikR} f(R).$$

Applied to the hopping matrices $h(R)$ it gives the Bloch Hamiltonian $H(k)$; applied to a state $\psi$ it gives a vector $\tilde\psi(k)$. The phases contain the cell index only, not the orbital positions within a cell, so $H(k)$ has period $2\pi$.

```lean
/-- The Bloch sum `∑ R, exp(-i k R) f(R)` of a finitely supported function on the cells of a
chain. Applied to the hopping matrices it is the Bloch Hamiltonian `H(k)`. -/
def blochSum {V : Type*} [AddCommGroup V] [Module ℂ V] (k : ℝ) : (ℤ →₀ V) →ₗ[ℂ] V :=
  Finsupp.lsum ℂ fun R : ℤ => Complex.exp (-(Complex.I * k * R)) • LinearMap.id
```

In real space, the matrix $h(S)$ takes the amplitude $\psi(R)$ on cell $R$ to $h(S)\psi(R)$ on cell $R+S$. The Hamiltonian $H$ adds up all these contributions. The type `ℤ →₀ Matrix n n ℂ` makes the range finite, and `ℤ →₀ (n → ℂ)` makes the state compact. The matrix $h(0)$ holds the on-site energies and the hopping within a cell. Hermiticity of $H$, which would mean $h(-S)=h(S)^\dagger$ for every $S$, is not assumed.

```lean
/-- The Hamiltonian in real space: an amplitude `v` on cell `R` hops to cell `R + S` and
arrives there as `h(S) v`. -/
def hop (h : ℤ →₀ Matrix n n ℂ) (ψ : ℤ →₀ (n → ℂ)) : ℤ →₀ (n → ℂ) :=
  h.sum fun S A => ψ.sum fun R v => Finsupp.single (R + S) (A *ᵥ v)
```

Write $z=e^{-ik}$ for the factor from one cell to the next in the weights of the Bloch sum. A Bloch wave $e^{ikR}u$ itself gains the inverse factor $e^{ik}$ per cell.

```lean
/-- The phase `exp(-i k)` gained over one lattice cell. -/
def phase (k : ℝ) : ℂ := Complex.exp (-(Complex.I * k))
```

A Bloch sum can contain both positive and negative powers of $z$. A shift by $N$ turns it into an ordinary polynomial, $\sum_R c(R)X^{R+N}$, provided that $R+N\ge 0$ on every cell involved.

```lean
/-- The polynomial `∑ R ∈ s, c(R) X^(R + N)`, for a shift `N` with `R + N ≥ 0` on `s`. -/
def shiftedPoly (N : ℕ) (s : Finset ℤ) (c : ℤ → ℂ) : ℂ[X] :=
  ∑ R ∈ s, monomial (R + N).toNat (c R)
```

Only cells with nonzero $f(R)$ contribute to a Bloch sum.

```lean
/-- The Bloch sum written out over the cells where the function is nonzero. -/
theorem blochSum_eq_sum {V : Type*} [AddCommGroup V] [Module ℂ V] (k : ℝ) (f : ℤ →₀ V) :
    blochSum k f = ∑ R ∈ f.support, Complex.exp (-(Complex.I * k * R)) • f R := by
  simp [blochSum, Finsupp.sum]
```

For a fixed hop $S$, the amplitude that arrives on cell $R$ started on cell $R-S$. Hence

$$(H\psi)(R)=\sum_S h(S)\,\psi(R-S).$$

The proof isolates this one starting cell in the inner sum.

```lean
omit [DecidableEq n] in
/-- The Hamiltonian acts as the lattice convolution `(H ψ)(R) = ∑ S, h(S) ψ(R - S)`. -/
theorem hop_apply (h : ℤ →₀ Matrix n n ℂ) (ψ : ℤ →₀ (n → ℂ)) (R : ℤ) :
    hop h ψ R = ∑ S ∈ h.support, h S *ᵥ ψ (R - S) := by
  simp only [hop, Finsupp.sum, Finsupp.finsetSum_apply]
  refine Finset.sum_congr rfl fun S _ => ?_
  rw [Finset.sum_eq_single (R - S)]
  · rw [sub_add_cancel, Finsupp.single_eq_same]
  · intro R' _ hne
    rw [Finsupp.single_apply, if_neg (by omega)]
  · intro hn
    rw [Finsupp.notMem_support_iff.mp hn]
    simp
```

## Hopping becomes multiplication

Since the phase of cell $R+S$ is the product of the phases of $R$ and $S$,

$$\sum_{S,R}e^{-ik(R+S)}h(S)\psi(R)
=\Big(\sum_S e^{-ikS}h(S)\Big)\Big(\sum_R e^{-ikR}\psi(R)\Big)
=H(k)\tilde\psi(k).$$

The proof moves both sums through the matrix product and compares the terms.

```lean
omit [DecidableEq n] in
/-- In Bloch space hopping is multiplication by the Bloch Hamiltonian `H(k)`. -/
theorem blochSum_hop (h : ℤ →₀ Matrix n n ℂ) (ψ : ℤ →₀ (n → ℂ)) (k : ℝ) :
    blochSum k (hop h ψ) = blochSum k h *ᵥ blochSum k ψ := by
  have hs : ∀ (R : ℤ) (v : n → ℂ), blochSum k (Finsupp.single R v)
      = Complex.exp (-(Complex.I * k * R)) • v := by
    intro R v
    simp [blochSum]
  have h1 : ∀ (s : Finset ℤ) (f : ℤ → Matrix n n ℂ) (w : n → ℂ),
      (∑ S ∈ s, f S) *ᵥ w = ∑ S ∈ s, f S *ᵥ w := fun s f w =>
    map_sum (AddMonoidHom.mk' (fun M : Matrix n n ℂ => M *ᵥ w)
      (fun A B => Matrix.add_mulVec A B w)) f s
  have h2 : ∀ (s : Finset ℤ) (A : Matrix n n ℂ) (g : ℤ → n → ℂ),
      A *ᵥ (∑ R ∈ s, g R) = ∑ R ∈ s, A *ᵥ g R := fun s A g => map_sum A.mulVecLin g s
  simp only [hop, Finsupp.sum, map_sum, hs]
  rw [blochSum_eq_sum k h, blochSum_eq_sum k ψ, h1]
  refine Finset.sum_congr rfl fun S _ => ?_
  rw [h2]
  refine Finset.sum_congr rfl fun R _ => ?_
  -- the phases of the two cells multiply
  rw [Matrix.smul_mulVec, Matrix.mulVec_smul, smul_smul, ← Complex.exp_add]
  congr 2
  push_cast
  ring
```

If $H\psi=E\psi$, then $(H(k)-E)\tilde\psi(k)=0$. This settles $\det(H(k)-E)=0$ wherever $\tilde\psi(k)\neq0$, but $\tilde\psi$ may vanish at particular $k$: amplitudes $1$ and $-1$ on neighbouring cells of a one-orbital chain give $\tilde\psi(0)=0$. Polynomials deal with these points.

## From phases to polynomials

If $|R|\le N$ on all cells of the sum, then evaluation at $z$ gives

$$\sum_R c(R)z^{R+N}=z^N\sum_R e^{-ikR}c(R).$$

```lean
/-- If the shift `N` is at least the distance of every cell of `s` from the origin, the shifted
polynomial at `exp(-i k)` is the Bloch sum times `exp(-i k N)`. -/
theorem eval_shiftedPoly {N : ℕ} {s : Finset ℤ} (hN : ∀ R ∈ s, R.natAbs ≤ N) (c : ℤ → ℂ)
    (k : ℝ) : (shiftedPoly N s c).eval (phase k)
      = phase k ^ N * ∑ R ∈ s, Complex.exp (-(Complex.I * k * R)) * c R := by
  simp only [shiftedPoly, eval_finsetSum, eval_monomial, Finset.mul_sum]
  refine Finset.sum_congr rfl fun R hR => ?_
  have e : Complex.exp (-(Complex.I * k * R)) = phase k ^ R := by
    rw [phase, ← Complex.exp_int_mul]
    congr 1
    ring
  have e' : phase k ^ (R + N).toNat = phase k ^ N * phase k ^ R := by
    have hR' := hN R hR
    rw [← zpow_natCast, Int.toNat_of_nonneg (by omega),
      zpow_add₀ (show phase k ≠ 0 from Complex.exp_ne_zero _), zpow_natCast]
    exact mul_comm _ _
  rw [e, e']
  ring
```

A polynomial that vanishes at $e^{-ik}$ for every real $k$ is zero, because it has infinitely many roots. To exhibit them, the proof shows that $k\mapsto e^{-ik}$ is injective on $0<k<1$.

```lean
/-- A polynomial in `exp(-i k)` that vanishes for every real `k` is the zero polynomial. -/
theorem poly_eq_zero {p : ℂ[X]} (hp : ∀ k : ℝ, p.eval (phase k) = 0) : p = 0 := by
  have him : ∀ x : ℝ, (-(Complex.I * (x : ℂ))).im = -x := by
    intro x
    simp
  have hinj : Set.InjOn phase (Set.Ioo (0 : ℝ) 1) := by
    intro x hx y hy hxy
    have hpi := Real.pi_gt_three
    have h := Complex.exp_inj_of_neg_pi_lt_of_le_pi
      (by rw [him]; linarith [hx.2]) (by rw [him]; linarith [hx.1])
      (by rw [him]; linarith [hy.2]) (by rw [him]; linarith [hy.1]) hxy
    have h' := congrArg Complex.im h
    rw [him, him] at h'
    linarith
  refine Polynomial.eq_zero_of_infinite_isRoot p
    (((Set.Ioo_infinite one_pos).image hinj).mono ?_)
  rintro _ ⟨k, _, rfl⟩
  exact hp k
```

The Bloch sum therefore determines the state. Let $d$ be the difference of two states with equal Bloch sums. For each orbital $a$, the polynomial $\sum_R d(R)_a X^{R+N}$ vanishes at all phases, so it is zero. Its coefficient at $X^{R+N}$ is $d(R)_a$, which is therefore zero too.

```lean
omit [Fintype n] [DecidableEq n] in
/-- Two finitely supported states with the same Bloch sum at every real `k` are equal. -/
theorem eq_of_blochSum_eq {f g : ℤ →₀ (n → ℂ)}
    (hfg : ∀ k : ℝ, blochSum k f = blochSum k g) : f = g := by
  have key : ∀ d : ℤ →₀ (n → ℂ), (∀ k : ℝ, blochSum k d = 0) → d = 0 := by
    intro d hd
    ext R a
    by_cases hR : R ∈ d.support
    · obtain ⟨N, hN⟩ : ∃ N : ℕ, ∀ S ∈ d.support, S.natAbs ≤ N :=
        ⟨d.support.sup Int.natAbs, fun S hS => Finset.le_sup (f := Int.natAbs) hS⟩
      have hp : shiftedPoly N d.support (fun S => d S a) = 0 := poly_eq_zero fun k => by
        have h0 := congrFun (hd k) a
        rw [blochSum_eq_sum, Finset.sum_apply] at h0
        simp only [Pi.smul_apply, smul_eq_mul, Pi.zero_apply] at h0
        rw [eval_shiftedPoly hN, h0, mul_zero]
      -- read off the coefficient that belongs to cell R
      have hc := congrArg (fun p : ℂ[X] => p.coeff (R + N).toNat) hp
      simp only [shiftedPoly, finsetSum_coeff, coeff_monomial, coeff_zero] at hc
      rw [Finset.sum_eq_single R (fun S hS hne => if_neg (by
        have h1 := hN S hS
        have h2 := hN R hR
        omega)) (fun hn => absurd hR hn), if_pos rfl] at hc
      exact hc
    · rw [Finsupp.notMem_support_iff.mp hR]
      rfl
  exact sub_eq_zero.mp (key _ fun k => by rw [map_sub, hfg, sub_self])
```

The same shift applied to the matrix elements of $H(k)-E$ gives a polynomial matrix

$$Q_{ab}=\sum_R h(R)_{ab}X^{R+N}-E\,\delta_{ab}X^N,\qquad Q(z)=z^N\,(H(k)-E).$$

```lean
/-- Up to a power of `exp(-i k)`, the matrix `H(k) - E` is a polynomial matrix in `exp(-i k)`. -/
theorem exists_polyMatrix (h : ℤ →₀ Matrix n n ℂ) (E : ℂ) :
    ∃ (N : ℕ) (Q : Matrix n n ℂ[X]), ∀ k : ℝ, (evalRingHom (phase k)).mapMatrix Q
      = phase k ^ N • (blochSum k h - E • (1 : Matrix n n ℂ)) := by
  obtain ⟨N, hN⟩ : ∃ N : ℕ, ∀ S ∈ h.support, S.natAbs ≤ N :=
    ⟨h.support.sup Int.natAbs, fun S hS => Finset.le_sup (f := Int.natAbs) hS⟩
  refine ⟨N, Matrix.of fun a b => shiftedPoly N h.support (fun R => h R a b)
    - if a = b then C E * X ^ N else 0, fun k => ?_⟩
  ext a b
  simp only [RingHom.mapMatrix_apply, Matrix.map_apply, Matrix.of_apply, coe_evalRingHom,
    eval_sub, eval_shiftedPoly hN, Matrix.smul_apply, Matrix.sub_apply, Matrix.one_apply,
    blochSum_eq_sum, Matrix.sum_apply, smul_eq_mul]
  split_ifs <;> simp only [eval_mul, eval_C, eval_pow, eval_X, eval_zero] <;> ring
```

## The localised state forces the flat band

Let $p_a=\sum_R\psi(R)_aX^{R+M}$, with $M$ large enough for the support of $\psi$. Then $p(z)=z^M\tilde\psi(k)$, and $p\ne0$ because $\psi\neq0$. Moreover

$$Q(z)p(z)=z^{N+M}(H(k)-E)\tilde\psi(k)=0$$

for every $k$, so $Qp=0$ as polynomials. Multiplying by the adjugate of $Q$ gives $(\det Q)\,p=0$. Some component of $p$ is nonzero, and a product of nonzero polynomials is nonzero, so $\det Q=0$. Evaluation at $z$ yields

$$0=\det Q(z)=z^{N|n|}\det(H(k)-E),$$

and the power of $z$ is never zero.

In the theorem, `hψ` says that the state is nonzero and `hE` is the real-space equation $H\psi=E\psi$ with complex $E$. The conclusion, for every real `k`, is that $E$ is an eigenvalue of $H(k)$; the multiplicity is left open. In the proof, `hp0` is $p\neq0$, `hQp` is $Qp=0$, and `Matrix.exists_mulVec_eq_zero_iff` replaces the adjugate argument.

```lean
/-- A compact localised state forces a flat band: if a nonzero finitely supported `ψ` obeys
`H ψ = E ψ` for finite-range hopping, then `det (H(k) - E) = 0` at every real `k`. -/
theorem flat_band_of_compact_state (h : ℤ →₀ Matrix n n ℂ) (E : ℂ) (ψ : ℤ →₀ (n → ℂ))
    (hψ : ψ ≠ 0) (hE : hop h ψ = E • ψ) (k : ℝ) :
    (blochSum k h - E • (1 : Matrix n n ℂ)).det = 0 := by
  obtain ⟨N, Q, hQ⟩ := exists_polyMatrix h E
  obtain ⟨M, hM⟩ : ∃ M : ℕ, ∀ S ∈ ψ.support, S.natAbs ≤ M :=
    ⟨ψ.support.sup Int.natAbs, fun S hS => Finset.le_sup (f := Int.natAbs) hS⟩
  let p : n → ℂ[X] := fun a => shiftedPoly M ψ.support (fun R => ψ R a)
  have hp : ∀ q : ℝ, (evalRingHom (phase q)) ∘ p = phase q ^ M • blochSum q ψ := by
    intro q
    funext a
    simp only [p, Function.comp_apply, coe_evalRingHom, eval_shiftedPoly hM, blochSum_eq_sum,
      Pi.smul_apply, Finset.sum_apply, smul_eq_mul]
  have hp0 : p ≠ 0 := by
    intro h0
    refine hψ (eq_of_blochSum_eq fun q => ?_)
    have h1 : phase q ^ M • blochSum q ψ = 0 := by
      rw [← hp q, h0]
      funext a
      simp
    rw [map_zero]
    exact (smul_eq_zero.mp h1).resolve_left (pow_ne_zero _ (Complex.exp_ne_zero _))
  -- the polynomial vector of the state lies in the kernel of Q
  have hQp : Q *ᵥ p = 0 := by
    funext a
    refine poly_eq_zero fun q => ?_
    have h1 : (blochSum q h - E • (1 : Matrix n n ℂ)) *ᵥ blochSum q ψ = 0 := by
      rw [Matrix.sub_mulVec, Matrix.smul_mulVec, Matrix.one_mulVec, ← blochSum_hop, hE,
        map_smul, sub_self]
    have h2 : ((evalRingHom (phase q)).mapMatrix Q *ᵥ ((evalRingHom (phase q)) ∘ p)) = 0 := by
      rw [hQ, hp, Matrix.smul_mulVec, Matrix.mulVec_smul, h1, smul_zero, smul_zero]
    exact (RingHom.map_mulVec (evalRingHom (phase q)) Q p a).trans (congrFun h2 a)
  have hdet : Q.det = 0 := Matrix.exists_mulVec_eq_zero_iff.mp ⟨p, hp0, hQp⟩
  have h3 := RingHom.map_det (evalRingHom (phase k)) Q
  rw [hdet, map_zero, hQ, Matrix.det_smul] at h3
  exact (mul_eq_zero.mp h3.symm).resolve_left
    (pow_ne_zero _ (pow_ne_zero _ (Complex.exp_ne_zero _)))
```

Bounded amplitudes would not be enough in place of finite support. On a one-orbital chain with $h(1)=h(-1)=1$, the constant state $\psi(R)=1$ satisfies $H\psi=2\psi$, yet $H(k)=2\cos k$ is not flat. The condition $\psi\neq0$ is needed as well, since the zero state solves the equation for every $E$.

## The flat band supplies a localised state

Now suppose that $\det(H(k)-E)=0$ for every real $k$. Then $\det Q$ vanishes at all phases, so $\det Q=0$. Over the rational functions $Q$ has a nonzero null vector, and clearing denominators gives a polynomial one, $v$. Choose $D$ above all the degrees of its components and set

$$\psi(j)_a=\text{coefficient of }X^j\text{ in }v_a,\qquad 0\le j<D.$$

Then $\tilde\psi(k)=v(z)$, so $\psi\neq0$. From $Qv=0$ follows $H(k)\tilde\psi(k)=E\tilde\psi(k)$. The states $H\psi$ and $E\psi$ have the same Bloch sums and are equal. The theorem gives existence of a compact state, with no claim that it fits on a single cell.

```lean
/-- Conversely, if `det (H(k) - E) = 0` at every real `k` for finite-range hopping, then some
nonzero finitely supported state obeys `H ψ = E ψ`. -/
theorem compact_state_of_flat_band (h : ℤ →₀ Matrix n n ℂ) (E : ℂ)
    (hflat : ∀ k : ℝ, (blochSum k h - E • (1 : Matrix n n ℂ)).det = 0) :
    ∃ ψ : ℤ →₀ (n → ℂ), ψ ≠ 0 ∧ hop h ψ = E • ψ := by
  obtain ⟨N, Q, hQ⟩ := exists_polyMatrix h E
  have hdet : Q.det = 0 := poly_eq_zero fun k => by
    have h3 := RingHom.map_det (evalRingHom (phase k)) Q
    rw [hQ, Matrix.det_smul, hflat, mul_zero] at h3
    exact h3
  obtain ⟨v, hv0, hv⟩ := Matrix.exists_mulVec_eq_zero_iff.mpr hdet
  obtain ⟨D, hD⟩ : ∃ D : ℕ, ∀ a, (v a).natDegree < D :=
    ⟨Finset.univ.sup (fun a => (v a).natDegree) + 1, fun a => Nat.lt_succ_of_le
      (Finset.le_sup (f := fun a => (v a).natDegree) (Finset.mem_univ a))⟩
  -- the coefficients of the null vector are the amplitudes on the cells
  let ψ : ℤ →₀ (n → ℂ) :=
    ∑ j ∈ Finset.range D, Finsupp.single (j : ℤ) (fun a => (v a).coeff j)
  have hψ : ∀ k : ℝ, blochSum k ψ = fun a => (v a).eval (phase k) := by
    intro k
    have hs : ∀ (R : ℤ) (w : n → ℂ), blochSum k (Finsupp.single R w)
        = Complex.exp (-(Complex.I * k * R)) • w := by
      intro R w
      simp [blochSum]
    funext a
    simp only [ψ, map_sum, hs, Finset.sum_apply, Pi.smul_apply, smul_eq_mul]
    rw [eval_eq_sum_range' (hD a)]
    refine Finset.sum_congr rfl fun j _ => ?_
    have e : Complex.exp (-(Complex.I * k * ((j : ℤ) : ℂ))) = phase k ^ j := by
      rw [phase, ← Complex.exp_nat_mul]
      congr 1
      push_cast
      ring
    rw [e]
    ring
  refine ⟨ψ, fun h0 => hv0 ?_, eq_of_blochSum_eq fun k => ?_⟩
  · funext a
    refine poly_eq_zero fun k => ?_
    have h1 := congrFun (hψ k) a
    rw [h0, map_zero] at h1
    exact h1.symm
  · have h1 : (phase k ^ N • (blochSum k h - E • (1 : Matrix n n ℂ))) *ᵥ blochSum k ψ = 0 := by
      rw [← hQ k, hψ k]
      funext a
      exact (RingHom.map_mulVec (evalRingHom (phase k)) Q v a).symm.trans (by rw [hv]; simp)
    rw [Matrix.smul_mulVec] at h1
    have h2 := (smul_eq_zero.mp h1).resolve_left (pow_ne_zero _ (Complex.exp_ne_zero _))
    rw [Matrix.sub_mulVec, Matrix.smul_mulVec, Matrix.one_mulVec, sub_eq_zero] at h2
    rw [blochSum_hop, map_smul, h2]
```

## The cross-stitch ladder

Take two orbitals per cell, a real rung hopping $t$, and unit hopping from each orbital to both orbitals of each neighbouring cell:

$$H(k)=\begin{pmatrix}2\cos k&t+2\cos k\\t+2\cos k&2\cos k\end{pmatrix}.$$

```lean
/-- The cross-stitch ladder: rung hopping `t`, and unit hopping from each orbital to both
orbitals of the two neighbouring cells. -/
def crossStitch (t : ℝ) : ℤ →₀ Matrix (Fin 2) (Fin 2) ℂ :=
  Finsupp.single 0 !![0, (t : ℂ); (t : ℂ), 0] + Finsupp.single 1 !![1, 1; 1, 1]
    + Finsupp.single (-1) !![1, 1; 1, 1]
```

Put amplitudes $(1,-1)$ on one rung; the normalised state is $(1,-1)/\sqrt2$. Each neighbouring orbital receives $1-1=0$, and on the rung itself the hopping returns $(-t,t)=-t(1,-1)$. The proof makes the same comparison after a Bloch sum, where the terms in $\cos k$ cancel.

```lean
/-- On the cross-stitch ladder the state with amplitudes `(1, -1)` on a single rung is nonzero
and is an eigenstate with energy `-t`. -/
theorem crossStitch_witness (t : ℝ) :
    (Finsupp.single 0 ![1, -1] : ℤ →₀ (Fin 2 → ℂ)) ≠ 0 ∧
    hop (crossStitch t) (Finsupp.single 0 ![1, -1])
      = (-(t : ℂ)) • (Finsupp.single 0 ![1, -1] : ℤ →₀ (Fin 2 → ℂ)) := by
  constructor
  · intro h0
    have h1 := congrFun (DFunLike.congr_fun h0 (0 : ℤ)) 0
    simp at h1
  · refine eq_of_blochSum_eq fun k => ?_
    rw [blochSum_hop, map_smul, crossStitch, map_add, map_add]
    ext i
    fin_cases i <;>
      simp [blochSum, Matrix.mulVec, dotProduct, Fin.sum_univ_two]

end

end CompactLocalisedFlatBand
```

By `flat_band_of_compact_state`, $-t$ is an eigenvalue of $H(k)$ at every $k$. In a band calculation this removes one root from the characteristic polynomial: the trace of $H(k)$ is $4\cos k$, so the other band is $t+4\cos k$.

```lean
#print axioms CompactLocalisedFlatBand.hop_apply
-- 'CompactLocalisedFlatBand.hop_apply' depends on axioms: [propext, Classical.choice, Quot.sound]
#print axioms CompactLocalisedFlatBand.flat_band_of_compact_state
-- 'CompactLocalisedFlatBand.flat_band_of_compact_state' depends on axioms: [propext, Classical.choice, Quot.sound]
#print axioms CompactLocalisedFlatBand.compact_state_of_flat_band
-- 'CompactLocalisedFlatBand.compact_state_of_flat_band' depends on axioms: [propext, Classical.choice, Quot.sound]
```
